# The second-order energy and a Rayleigh quotient bracket the ground energy of one level coupled to higher, mutually uncoupled levels

With energies measured from the reference level, the second-order energy is minus the sum of squared couplings over gaps. One can also divide it by the squared norm of the first-order corrected vector, taken with reference amplitude $1$. For a reference level coupled to finitely many higher levels that are not coupled to each other, this extra division turns a single estimate into an interval: the ground energy lies strictly between the two numbers. In configuration-interaction language, the model keeps the coupling of a reference determinant to excited ones and drops all coupling among the excited ones.

## Two bounds from the secular equation

Put the reference level at energy $0$ and the excited levels at energies $d_k>0$, with $k=0,\dots,n-1$. Let $v_k$ be the complex matrix element from the reference to level $k$, with at least one $v_k\neq0$. Write $x_0$ for the reference amplitude and $x_{k+1}$ for the amplitude of level $k$. An eigenvector with energy $E$ satisfies

$$\sum_k \overline{v_k}\,x_{k+1}=E x_0,\qquad v_kx_0+d_kx_{k+1}=E x_{k+1}.$$

For $E<0$ every $d_k-E$ is positive, so $x_{k+1}=-v_kx_0/(d_k-E)$. If $x_0$ vanished, the whole vector would vanish. Dividing the first equation by $x_0$ gives the secular equation

$$E=-\sum_k\frac{|v_k|^2}{d_k-E}.$$

Conversely, any negative solution gives the eigenvector with $x_0=1$ and $x_{k+1}=-v_k/(d_k-E)$.

A negative solution exists. Let $A=\sum_k|v_k|^2/d_k>0$ and $f(e)=e+\sum_k|v_k|^2/(d_k-e)$. Then $f(-A)\le0$ and $f(0)=A>0$, so the continuous function $f$ has a root $E$ in $[-A,0)$. An eigenvalue $e<E$ would have larger denominators, hence $e=-\sum_k|v_k|^2/(d_k-e)\ge-\sum_k|v_k|^2/(d_k-E)=E$, a contradiction. So $E$ is the ground energy.

The energy through second order is $E_2=-A$. The identity

$$\frac1{d_k-E}=\frac1{d_k}+\frac{E}{d_k(d_k-E)}$$

turns the secular equation into $E=E_2-EU$, where $U=\sum_k|v_k|^2/\bigl(d_k(d_k-E)\bigr)>0$. Since $E<0$, this gives $E>E_2$.

Expanding once more,

$$\frac1{d_k-E}=\frac1{d_k}+\frac{E}{d_k^2}+\frac{E^2}{d_k^2(d_k-E)}.$$

With $S=\sum_k|v_k|^2/d_k^2$ and $T=\sum_k|v_k|^2/\bigl(d_k^2(d_k-E)\bigr)>0$, the secular equation becomes $E(1+S)=E_2-E^2T<E_2$. Therefore

$$E_2<E<\frac{E_2}{1+S}.$$

The right side is the Rayleigh quotient of the first-order corrected vector $x^{(1)}=(1,-v_k/d_k)$. The Hamiltonian sends this vector to $(E_2,0)$, because $v_k-d_kv_k/d_k=0$ in each excited row. Its expectation value before normalisation is thus $E_2$, and its squared norm is $1+S$.

## One excited level, with numbers

For $n=1$, with gap $d$ and coupling $v$, the bracket reads

$$-\frac{|v|^2}{d}<E<-\frac{|v|^2d}{d^2+|v|^2}.$$

Take $d=3$ and $v=2$. The characteristic equation $E^2-3E-4=0$ has roots $4$ and $-1$, so the ground energy is $-1$. The bounds are $-4/3\approx-1.333$ and $-12/13\approx-0.923$.

The width of the interval is $|v|^4/\bigl(d(d^2+|v|^2)\bigr)$. At fixed gap and weak coupling it therefore shrinks as the fourth power of $|v|$.

## The Hamiltonian and its energies in Lean

```lean
import Mathlib

open Matrix

namespace SecondOrderBracket

noncomputable section

variable {n : ℕ}
```

The gaps are a real function `d` on `Fin n`, and the couplings a complex function `v`. The matrix has one more row than there are excited levels; row `0` is the reference and row `k.succ` is level $k$.

```lean
/-- A reference level at energy zero, coupled by `v k` to excited levels at energies `d k`
that are not coupled to each other. -/
def hamiltonian (d : Fin n → ℝ) (v : Fin n → ℂ) : Matrix (Fin (n + 1)) (Fin (n + 1)) ℂ :=
  Matrix.of (vecCons (vecCons 0 (fun k => star (v k)))
    (fun j => vecCons (v j) (fun k => if j = k then (d j : ℂ) else 0)))
```

The first column holds $v_k$ and the first row its conjugate, written `star (v k)`. The zeros between different excited levels are the model's main restriction. The diagonal is the unperturbed Hamiltonian and the couplings are the perturbation, so there is no first-order energy.

```lean
/-- The real number `E` is an eigenvalue of `H`. -/
def IsEnergy (H : Matrix (Fin n) (Fin n) ℂ) (E : ℝ) : Prop :=
  ∃ x : Fin n → ℂ, x ≠ 0 ∧ H *ᵥ x = (E : ℂ) • x

/-- The ground energy is the least real eigenvalue. -/
def IsGroundEnergy (H : Matrix (Fin n) (Fin n) ℂ) (E : ℝ) : Prop :=
  IsLeast {e | IsEnergy H e} E
```

An energy is a real eigenvalue with a nonzero eigenvector, and `IsLeast` says that the ground energy is itself an eigenvalue and lies below all others.

```lean
/-- The energy through second order, for nonzero gaps `d k`. -/
def secondOrderEnergy (d : Fin n → ℝ) (v : Fin n → ℂ) : ℝ := -∑ k, ‖v k‖ ^ 2 / d k

/-- The reference state plus its first-order correction, for nonzero gaps `d k`. -/
def firstOrderVector (d : Fin n → ℝ) (v : Fin n → ℂ) : Fin (n + 1) → ℂ :=
  vecCons 1 (fun k => -v k / (d k : ℂ))
```

These two definitions record the perturbation formulas directly; they are not derived from a power series in the coupling. The corrected vector has reference amplitude $1$ and is not normalised, so the Rayleigh quotient divides by its squared norm.

```lean
/-- The Rayleigh quotient of a nonzero vector `x`, for a Hermitian matrix `H`. -/
def rayleigh (H : Matrix (Fin n) (Fin n) ℂ) (x : Fin n → ℂ) : ℝ :=
  (star x ⬝ᵥ H *ᵥ x).re / (star x ⬝ᵥ x).re
```

## Eliminating the excited amplitudes

The next two lemmas are the two eigenvalue equations' left sides, row by row.

```lean
lemma mulVec_ref (d : Fin n → ℝ) (v : Fin n → ℂ) (x : Fin (n + 1) → ℂ) :
    (hamiltonian d v *ᵥ x) 0 = ∑ k, star (v k) * x k.succ := by
  simp [hamiltonian, Matrix.mulVec, dotProduct, Fin.sum_univ_succ]

lemma mulVec_exc (d : Fin n → ℝ) (v : Fin n → ℂ) (x : Fin (n + 1) → ℂ) (k : Fin n) :
    (hamiltonian d v *ᵥ x) k.succ = v k * x 0 + d k * x k.succ := by
  simp [hamiltonian, Matrix.mulVec, dotProduct, Fin.sum_univ_succ]
```

Then come $\bar z z=|z|^2$ and the sum that appears when excited amplitudes $-v_k/c_k$ are fed into the reference row. The denominators $c_k$ are left general, since they will be both $d_k$ and $d_k-E$.

```lean
lemma star_mul_eq (z : ℂ) : star z * z = ((‖z‖ ^ 2 : ℝ) : ℂ) := by
  have h := Complex.mul_conj z
  rw [Complex.normSq_eq_norm_sq] at h
  rw [mul_comm]
  exact h

lemma coupling_sum (c : Fin n → ℝ) (v : Fin n → ℂ) :
    ∑ k, star (v k) * (-v k / (c k : ℂ)) = ((-∑ k, ‖v k‖ ^ 2 / c k : ℝ) : ℂ) := by
  rw [Complex.ofReal_neg, Complex.ofReal_sum, ← Finset.sum_neg_distrib]
  refine Finset.sum_congr rfl fun k _ => ?_
  rw [Complex.ofReal_div, ← star_mul_eq]
  ring
```

Positive denominators and one nonzero coupling make the weighted sum positive. This lemma supplies the signs of $A$, $S$, $U$ and $T$.

```lean
lemma weight_pos {c : Fin n → ℝ} {v : Fin n → ℂ} (hc : ∀ k, 0 < c k) (hv : v ≠ 0) :
    0 < ∑ k, ‖v k‖ ^ 2 / c k := by
  obtain ⟨k, hk⟩ := Function.ne_iff.mp hv
  have hk' : 0 < ‖v k‖ := norm_pos_iff.mpr hk
  exact Finset.sum_pos' (fun j _ => div_nonneg (sq_nonneg _) (hc j).le)
    ⟨k, Finset.mem_univ k, div_pos (pow_pos hk' 2) (hc k)⟩
```

The next theorem assumes that all gaps are positive. In its proof, `hxk` solves for the excited amplitudes, `hx0` excludes a vanishing reference amplitude, and `key` is the secular equation between complex numbers, proved by cancelling $x_0$. The converse reuses `firstOrderVector` with the shifted gaps $d_k-E$.

```lean
/-- A negative `E` is an eigenvalue exactly when it solves the secular equation
`E = -∑ |v k|² / (d k - E)`. -/
theorem isEnergy_iff_secular {d : Fin n → ℝ} {v : Fin n → ℂ} {E : ℝ}
    (hd : ∀ k, 0 < d k) (hE : E < 0) :
    IsEnergy (hamiltonian d v) E ↔ E = -∑ k, ‖v k‖ ^ 2 / (d k - E) := by
  have hc : ∀ k, ((d k - E : ℝ) : ℂ) ≠ 0 := fun k =>
    Complex.ofReal_ne_zero.mpr (by linarith [hd k] : 0 < d k - E).ne'
  constructor
  · rintro ⟨x, hx, h⟩
    have h0 : ∑ k, star (v k) * x k.succ = (E : ℂ) * x 0 :=
      (mulVec_ref d v x).symm.trans (congrFun h 0)
    have hs : ∀ k : Fin n, v k * x 0 + d k * x k.succ = (E : ℂ) * x k.succ := fun k =>
      (mulVec_exc d v x k).symm.trans (congrFun h k.succ)
    -- the excited amplitudes follow from the reference amplitude
    have hxk : ∀ k : Fin n, x k.succ = (-v k / ((d k - E : ℝ) : ℂ)) * x 0 := by
      intro k
      rw [div_mul_eq_mul_div, eq_div_iff (hc k)]
      push_cast
      linear_combination hs k
    have hx0 : x 0 ≠ 0 := by
      intro hz
      apply hx
      ext i
      induction i using Fin.cases with
      | zero => exact hz
      | succ k => simp [hxk k, hz]
    have key : (E : ℂ) = ((-∑ k, ‖v k‖ ^ 2 / (d k - E) : ℝ) : ℂ) := by
      apply mul_right_cancel₀ hx0
      rw [← h0]
      refine Eq.trans ?_ (congrArg (· * x 0) (coupling_sum (fun k => d k - E) v))
      simp only [Finset.sum_mul]
      refine Finset.sum_congr rfl fun k _ => ?_
      rw [hxk k]
      ring
    exact Complex.ofReal_injective key
  · intro h
    refine ⟨firstOrderVector (fun k => d k - E) v, ?_, ?_⟩
    · intro h0
      have h1 := congrFun h0 0
      simp [firstOrderVector] at h1
    · ext i
      induction i using Fin.cases with
      | zero =>
        rw [mulVec_ref]
        simp only [firstOrderVector, cons_val_succ, cons_val_zero, Pi.smul_apply,
          smul_eq_mul, mul_one]
        exact (coupling_sum (fun k => d k - E) v).trans (congrArg Complex.ofReal h.symm)
      | succ k =>
        rw [mulVec_exc]
        simp only [firstOrderVector, cons_val_succ, cons_val_zero, Pi.smul_apply,
          smul_eq_mul, mul_one]
        have hq := div_mul_cancel₀ (v k) (hc k)
        push_cast at hq ⊢
        linear_combination -hq
```

## Existence of a negative ground energy

Here `hlow` and `hhigh` are the signs of $f$ at $-A$ and $0$, `intermediate_value_Icc` produces the root, and `hmono` is the comparison that rules out a lower eigenvalue.

```lean
/-- With positive gaps and some nonzero coupling, a ground energy exists and is negative. -/
theorem exists_ground_neg {d : Fin n → ℝ} {v : Fin n → ℂ} (hd : ∀ k, 0 < d k) (hv : v ≠ 0) :
    ∃ E < 0, IsGroundEnergy (hamiltonian d v) E := by
  have hA := weight_pos hd hv
  set A := ∑ k, ‖v k‖ ^ 2 / d k with hAdef
  -- the secular function changes sign between `-A` and `0`
  have hcont : ContinuousOn (fun e : ℝ => e + ∑ k, ‖v k‖ ^ 2 / (d k - e)) (Set.Icc (-A) 0) := by
    refine continuousOn_id.add (continuousOn_finsetSum _ fun k _ => ?_)
    refine continuousOn_const.div (continuousOn_const.sub continuousOn_id) fun e he => ?_
    exact (sub_pos.mpr (lt_of_le_of_lt he.2 (hd k))).ne'
  have hlow : -A + ∑ k, ‖v k‖ ^ 2 / (d k - -A) ≤ 0 := by
    have : ∑ k, ‖v k‖ ^ 2 / (d k - -A) ≤ A := Finset.sum_le_sum fun k _ =>
      div_le_div_of_nonneg_left (sq_nonneg _) (hd k) (by linarith)
    linarith
  have hhigh : 0 ≤ (0 : ℝ) + ∑ k, ‖v k‖ ^ 2 / (d k - 0) := by
    simp only [sub_zero, zero_add]
    exact hA.le
  obtain ⟨E, hE, hroot⟩ := intermediate_value_Icc (by linarith : -A ≤ 0) hcont ⟨hlow, hhigh⟩
  have hroot' : E + ∑ k, ‖v k‖ ^ 2 / (d k - E) = 0 := hroot
  have hneg : E < 0 := by
    refine lt_of_le_of_ne hE.2 fun h0 => ?_
    rw [h0] at hroot'
    simp only [sub_zero, zero_add] at hroot'
    linarith
  refine ⟨E, hneg, (isEnergy_iff_secular hd hneg).mpr (by linarith), fun e he => ?_⟩
  -- a lower eigenvalue would contradict monotonicity of the secular sum
  by_contra hlt
  have hlt' : e < E := lt_of_not_ge hlt
  have hs := (isEnergy_iff_secular hd (hlt'.trans hneg)).mp he
  have hmono : ∑ k, ‖v k‖ ^ 2 / (d k - e) ≤ ∑ k, ‖v k‖ ^ 2 / (d k - E) :=
    Finset.sum_le_sum fun k _ =>
      div_le_div_of_nonneg_left (sq_nonneg _) (by linarith [hd k]) (by linarith)
  linarith
```

## The Rayleigh quotient and the bracket

The step `hH` shows that the corrected vector is sent to $(E_2,0)$; `hnum` and `hden` are then the numerator and the squared norm.

```lean
/-- The Rayleigh quotient of the first-order corrected vector is the second-order energy
divided by the squared norm of that vector. -/
theorem rayleigh_firstOrder {d : Fin n → ℝ} (v : Fin n → ℂ) (hd : ∀ k, 0 < d k) :
    rayleigh (hamiltonian d v) (firstOrderVector d v) =
      secondOrderEnergy d v / (1 + ∑ k, ‖v k‖ ^ 2 / d k ^ 2) := by
  -- the Hamiltonian maps the corrected vector to a multiple of the reference state
  have hH : hamiltonian d v *ᵥ firstOrderVector d v =
      vecCons (secondOrderEnergy d v : ℂ) 0 := by
    ext i
    induction i using Fin.cases with
    | zero =>
      rw [mulVec_ref]
      exact coupling_sum d v
    | succ k =>
      rw [mulVec_exc]
      have hq := div_mul_cancel₀ (v k) (Complex.ofReal_ne_zero.mpr (hd k).ne')
      simp only [firstOrderVector, cons_val_succ, cons_val_zero, Pi.zero_apply]
      linear_combination -hq
  have hnum : star (firstOrderVector d v) ⬝ᵥ hamiltonian d v *ᵥ firstOrderVector d v =
      (secondOrderEnergy d v : ℂ) := by
    rw [hH]
    simp [firstOrderVector, dotProduct, Fin.sum_univ_succ]
  have hden : star (firstOrderVector d v) ⬝ᵥ firstOrderVector d v =
      ((1 + ∑ k, ‖v k‖ ^ 2 / d k ^ 2 : ℝ) : ℂ) := by
    simp only [dotProduct, Fin.sum_univ_succ, Pi.star_apply, firstOrderVector,
      cons_val_zero, cons_val_succ, star_one, mul_one]
    rw [Complex.ofReal_add, Complex.ofReal_one, Complex.ofReal_sum]
    congr 1
    refine Finset.sum_congr rfl fun k _ => ?_
    rw [star_mul_eq, norm_div, norm_neg, Complex.norm_real, Real.norm_eq_abs, div_pow, sq_abs]
  rw [rayleigh, hnum, hden, Complex.ofReal_re, Complex.ofReal_re]
```

The main theorem takes any ground energy `E`, with all gaps positive and `v ≠ 0`. Positive gaps mean that the reference is the lowest unperturbed level and is not degenerate. The condition on `v` also forces $n\ge1$; without coupling, all three energies would be zero and the strict inequalities would fail.

Comparison with the negative eigenvalue found above gives $E<0$. Each `hsum` is one of the two expansions, checked term by term with `field_simp` and `ring`. The upper bound comes from the sign of $E^2T$ and makes no appeal to the variational principle.

```lean
/-- The ground energy lies strictly above the energy through second order and strictly below
the Rayleigh quotient of the first-order corrected vector. -/
theorem ground_energy_bracket {d : Fin n → ℝ} {v : Fin n → ℂ} {E : ℝ}
    (hd : ∀ k, 0 < d k) (hv : v ≠ 0) (hE : IsGroundEnergy (hamiltonian d v) E) :
    secondOrderEnergy d v < E ∧
      E < rayleigh (hamiltonian d v) (firstOrderVector d v) := by
  obtain ⟨e, he, hge⟩ := exists_ground_neg hd hv
  have hneg : E < 0 := lt_of_le_of_lt (hE.2 hge.1) he
  have hs := (isEnergy_iff_secular hd hneg).mp hE.1
  have hc : ∀ k, 0 < d k - E := fun k => by linarith [hd k]
  constructor
  · -- expand the denominators once, with exact remainder
    have hU := weight_pos (fun k => mul_pos (hd k) (hc k)) hv
    have hsum : ∑ k, ‖v k‖ ^ 2 / (d k - E) =
        ∑ k, ‖v k‖ ^ 2 / d k + E * ∑ k, ‖v k‖ ^ 2 / (d k * (d k - E)) := by
      simp only [Finset.mul_sum, ← Finset.sum_add_distrib]
      refine Finset.sum_congr rfl fun k _ => ?_
      have h1 := (hd k).ne'
      have h2 := (hc k).ne'
      field_simp
      ring
    have hEU := mul_neg_of_neg_of_pos hneg hU
    rw [secondOrderEnergy]
    linarith
  · -- expand once more; the remainder now has the opposite effect
    have hT := weight_pos (fun k => mul_pos (pow_pos (hd k) 2) (hc k)) hv
    have hsum : ∑ k, ‖v k‖ ^ 2 / (d k - E) =
        ∑ k, ‖v k‖ ^ 2 / d k + E * ∑ k, ‖v k‖ ^ 2 / d k ^ 2 +
          E ^ 2 * ∑ k, ‖v k‖ ^ 2 / (d k ^ 2 * (d k - E)) := by
      simp only [Finset.mul_sum, ← Finset.sum_add_distrib]
      refine Finset.sum_congr rfl fun k _ => ?_
      have h1 := (hd k).ne'
      have h2 := (hc k).ne'
      field_simp
      ring
    have hS := weight_pos (fun k => pow_pos (hd k) 2) hv
    have hET := mul_pos (pow_pos (neg_pos.mpr hneg) 2) hT
    rw [neg_sq] at hET
    rw [rayleigh_firstOrder v hd, lt_div_iff₀ (by linarith), secondOrderEnergy, mul_add, mul_one]
    linarith
```

Finally, the case of one excited level is stated for an explicit $2\times2$ matrix, with the reference at energy $0$, a positive gap and a nonzero coupling. The proof identifies it with `hamiltonian` at $n=1$ and clears the nested fractions. A real nonzero coupling is included.

```lean
/-- For two levels with gap `d` and coupling `v`, the ground energy lies strictly between
`-|v|²/d` and `-|v|² d/(d² + |v|²)`. -/
theorem two_level_bracket {d E : ℝ} {v : ℂ} (hd : 0 < d) (hv : v ≠ 0)
    (hE : IsGroundEnergy !![0, star v; v, (d : ℂ)] E) :
    -‖v‖ ^ 2 / d < E ∧ E < -(‖v‖ ^ 2 * d) / (d ^ 2 + ‖v‖ ^ 2) := by
  have hH : hamiltonian (fun _ : Fin 1 => d) (fun _ => v) = !![0, star v; v, (d : ℂ)] := by
    ext i j
    fin_cases i <;> fin_cases j <;> simp [hamiltonian]
  rw [← hH] at hE
  have hv' : (fun _ : Fin 1 => v) ≠ 0 := fun h => hv (congrFun h 0)
  obtain ⟨h1, h2⟩ := ground_energy_bracket (fun _ => hd) hv' hE
  rw [rayleigh_firstOrder _ (fun _ => hd)] at h2
  simp only [secondOrderEnergy, Fin.sum_univ_one] at h1 h2
  have heq : -(‖v‖ ^ 2 / d) / (1 + ‖v‖ ^ 2 / d ^ 2) =
      -(‖v‖ ^ 2 * d) / (d ^ 2 + ‖v‖ ^ 2) := by
    have hp : d ^ 2 + ‖v‖ ^ 2 ≠ 0 := by positivity
    have hq : 1 + ‖v‖ ^ 2 / d ^ 2 ≠ 0 := by positivity
    rw [div_eq_div_iff hq hp]
    field_simp
  exact ⟨by rw [neg_div]; exact h1, heq ▸ h2⟩

end

end SecondOrderBracket
```

```lean
#print axioms SecondOrderBracket.ground_energy_bracket
#print axioms SecondOrderBracket.two_level_bracket
```

```
'SecondOrderBracket.ground_energy_bracket' depends on axioms: [propext, Classical.choice, Quot.sound]
'SecondOrderBracket.two_level_bracket' depends on axioms: [propext, Classical.choice, Quot.sound]
```
